# The DFT+U penalty tr(n − n²) of an occupation matrix with eigenvalues in [0, 1] is at least f(1 − f), where f is the fractional part of its trace

Let two localized orbitals hold $f = a + b \le 1$ electrons between them, with occupations $a, b \ge 0$, and let the Hubbard correction of DFT+U charge each orbital in proportion to occupation times one minus occupation. The sum is $a(1-a) + b(1-b) = f(1-f) + 2ab$, so sharing the electrons costs an extra $2ab$, and the sum is smallest when one orbital holds everything.

```lean
import Mathlib

open Matrix
open scoped ComplexOrder

namespace HubbardFractionalFilling

variable {ι : Type*} [Fintype ι] [DecidableEq ι]

/-- The occupations `x` consist of `k` full orbitals, one orbital of occupation `f` if `f > 0`, and
otherwise empty orbitals; a negative `f` is excluded. -/
def StaircaseFilling (x : ι → ℝ) (k : ℕ) (f : ℝ) : Prop :=
  ∃ S : Finset ι, S.card = k ∧ (∀ i ∈ S, x i = 1) ∧
    ((f = 0 ∧ ∀ i, i ∉ S → x i = 0) ∨
      (0 < f ∧ ∃ j, j ∉ S ∧ x j = f ∧ ∀ i, i ∉ S → i ≠ j → x i = 0))

omit [Fintype ι] in
/-- Occupations between 0 and 1 that add up to an integer `k` plus `f`, with `0 ≤ f ≤ 1`,
have total penalty `∑ x(1-x)` at least `f(1-f)`. -/
theorem penalty_ge (s : Finset ι) (x : ι → ℝ) (hx : ∀ i, 0 ≤ x i ∧ x i ≤ 1)
    (k : ℤ) (f : ℝ) (hf0 : 0 ≤ f) (hf1 : f ≤ 1) (h : ∑ i ∈ s, x i = k + f) :
    f * (1 - f) ≤ ∑ i ∈ s, x i * (1 - x i) := by
  induction s using Finset.induction_on generalizing k f with
  | empty =>
    rw [Finset.sum_empty] at h ⊢
    have h1 : k ≤ 0 := by
      have : (k : ℝ) ≤ 0 := by linarith
      exact_mod_cast this
    have h2 : -1 ≤ k := by
      have : (-1 : ℝ) ≤ k := by linarith
      exact_mod_cast this
    have h3 : k = 0 ∨ k = -1 := by omega
    rcases h3 with rfl | rfl
    · have : f = 0 := by push_cast at h; linarith
      simp [this]
    · have : f = 1 := by push_cast at h; linarith
      simp [this]
  | insert a s ha ih =>
    rw [Finset.sum_insert ha] at h ⊢
    obtain ⟨h0, h1⟩ := hx a
    rcases le_or_gt (x a) f with hc | hc
    · -- the fractional parts add up to `f`, which is at most 1
      have := ih k (f - x a) (by linarith) (by linarith) (by linarith)
      nlinarith [mul_nonneg h0 (sub_nonneg.mpr hc)]
    · -- the fractional parts together fill one more orbital
      have := ih (k - 1) (1 + f - x a) (by linarith) (by linarith)
        (by push_cast; linarith)
      nlinarith [mul_nonneg (sub_nonneg.mpr h1) (sub_nonneg.mpr hc.le)]

/-- If occupations between 0 and 1 add up to `k + f` with `0 ≤ f < 1` and the penalty equals
`f(1-f)`, a fractionally occupied orbital has occupation `f` and all others are empty or full. -/
theorem fractional_orbital_unique (x : ι → ℝ) (hx : ∀ i, 0 ≤ x i ∧ x i ≤ 1)
    (k : ℕ) (f : ℝ) (hf0 : 0 ≤ f) (hf1 : f < 1) (h : ∑ i, x i = k + f)
    (he : ∑ i, x i * (1 - x i) = f * (1 - f)) (i : ι) (hi0 : x i ≠ 0) (hi1 : x i ≠ 1) :
    x i = f ∧ ∀ j, j ≠ i → x j = 0 ∨ x j = 1 := by
  have ha : 0 < x i := lt_of_le_of_ne (hx i).1 (Ne.symm hi0)
  have hb : x i < 1 := lt_of_le_of_ne (hx i).2 hi1
  have s1 := Finset.add_sum_erase Finset.univ x (Finset.mem_univ i)
  have s2 := Finset.add_sum_erase Finset.univ (fun j => x j * (1 - x j)) (Finset.mem_univ i)
  have hif : x i = f := by
    rcases lt_trichotomy (x i) f with hc | hc | hc
    · have := penalty_ge (Finset.univ.erase i) x hx k (f - x i) (by linarith) (by linarith)
        (by push_cast; linarith)
      nlinarith [mul_pos ha (sub_pos.mpr hc)]
    · exact hc
    · have := penalty_ge (Finset.univ.erase i) x hx (k - 1) (1 + f - x i) (by linarith)
        (by linarith) (by push_cast; linarith)
      nlinarith [mul_pos (sub_pos.mpr hb) (sub_pos.mpr hc)]
  refine ⟨hif, fun j hj => ?_⟩
  -- nothing is left of the penalty for the other orbitals
  have hz : ∑ j ∈ Finset.univ.erase i, x j * (1 - x j) = 0 := by
    rw [hif] at s2
    linarith
  have hj0 := (Finset.sum_eq_zero_iff_of_nonneg
    (fun l _ => mul_nonneg (hx l).1 (sub_nonneg.mpr (hx l).2))).mp hz j
    (Finset.mem_erase.mpr ⟨hj, Finset.mem_univ j⟩)
  exact (mul_eq_zero.mp hj0).imp id fun h' => by linarith

/-- For occupations between 0 and 1 that add up to `k + f` with `0 ≤ f < 1`, the penalty equals
`f(1-f)` exactly for the staircase filling. -/
theorem penalty_eq_iff (x : ι → ℝ) (hx : ∀ i, 0 ≤ x i ∧ x i ≤ 1)
    (k : ℕ) (f : ℝ) (hf0 : 0 ≤ f) (hf1 : f < 1) (h : ∑ i, x i = k + f) :
    ∑ i, x i * (1 - x i) = f * (1 - f) ↔ StaircaseFilling x k f := by
  constructor
  · intro he
    by_cases hfrac : ∃ j, x j ≠ 0 ∧ x j ≠ 1
    · obtain ⟨j, hj0, hj1⟩ := hfrac
      obtain ⟨hjf, hrest⟩ := fractional_orbital_unique x hx k f hf0 hf1 h he j hj0 hj1
      -- count the electrons: full orbitals plus the fractional one
      have hs : ∑ i, x i = ∑ i, ((if x i = 1 then (1 : ℝ) else 0) + if i = j then f else 0) := by
        refine Finset.sum_congr rfl fun i _ => ?_
        by_cases hij : i = j
        · subst hij
          rw [if_neg hj1, if_pos rfl, zero_add, hjf]
        · rcases hrest i hij with h' | h' <;> simp [h', hij]
      rw [Finset.sum_add_distrib, Finset.sum_boole, Finset.sum_ite_eq' Finset.univ j,
        if_pos (Finset.mem_univ j), h] at hs
      refine ⟨Finset.univ.filter (fun i => x i = 1), ?_, by simp, Or.inr
        ⟨lt_of_le_of_ne hf0 fun h' => hj0 (hjf.trans h'.symm), j, by simpa using hj1, hjf,
          fun i hi hij => (hrest i hij).resolve_right (by simpa using hi)⟩⟩
      have := add_right_cancel hs
      exact_mod_cast this.symm
    · have hall : ∀ i, x i ≠ 1 → x i = 0 := fun i h1 => by
        by_contra h0
        exact hfrac ⟨i, h0, h1⟩
      have hs : ∑ i, x i = ∑ i, (if x i = 1 then (1 : ℝ) else 0) := by
        refine Finset.sum_congr rfl fun i _ => ?_
        by_cases h1 : x i = 1
        · simp [h1]
        · simp [hall i h1]
      rw [Finset.sum_boole, h] at hs
      -- an integer number of electrons leaves no fractional part
      have hk : ∀ m : ℕ, (k : ℝ) + f = m → m = k := fun m hm => by
        have h1 : (k : ℝ) < m + 1 := by linarith
        have h2 : (m : ℝ) < k + 1 := by linarith
        norm_cast at h1 h2
        omega
      have hc := hk _ hs
      rw [hc] at hs
      exact ⟨_, hc, by simp, Or.inl ⟨by linarith, fun i hi => hall i (by simpa using hi)⟩⟩
  · rintro ⟨S, -, hS, ⟨rfl, h0⟩ | ⟨-, j, -, hjf, h0⟩⟩
    · rw [zero_mul]
      refine Finset.sum_eq_zero fun i _ => ?_
      by_cases hi : i ∈ S
      · simp [hS i hi]
      · simp [h0 i hi]
    · rw [Finset.sum_eq_single j, hjf]
      · intro i _ hij
        by_cases hi : i ∈ S
        · simp [hS i hi]
        · simp [h0 i hi hij]
      · simp

/-- A Hermitian matrix is brought to the diagonal matrix of its eigenvalues by a unitary. -/
theorem exists_diagonalizing {n : Matrix ι ι ℂ} (hn : n.IsHermitian) :
    ∃ V : Matrix ι ι ℂ, star V * V = 1 ∧
      star V * n * V = diagonal (fun i => (hn.eigenvalues i : ℂ)) := by
  have key : ∀ V D : Matrix ι ι ℂ, star V * V = 1 → n = V * D * star V →
      star V * n * V = D := by
    intro V D hV h
    rw [h]
    calc star V * (V * D * star V) * V = (star V * V) * D * (star V * V) := by
          simp only [mul_assoc]
      _ = D := by rw [hV, one_mul, mul_one]
  have hU := mem_unitaryGroup_iff'.mp hn.eigenvectorUnitary.2
  have h := hn.spectral_theorem
  rw [Unitary.conjStarAlgAut_apply] at h
  exact ⟨_, hU, key _ _ hU h⟩

/-- Let `n` and `1 - n` be positive semidefinite and `tr n = k + f` with `0 ≤ f < 1`. Then
`tr(n - n²)` is at least `f(1-f)`, with equality exactly when the eigenvalues of `n` form the
staircase filling. -/
theorem trace_penalty_ge {n : Matrix ι ι ℂ} (h0 : n.PosSemidef) (h1 : (1 - n).PosSemidef)
    (k : ℕ) (f : ℝ) (hf0 : 0 ≤ f) (hf1 : f < 1) (ht : n.trace = (k : ℂ) + (f : ℂ)) :
    f * (1 - f) ≤ (n - n * n).trace.re ∧
      ((n - n * n).trace.re = f * (1 - f) ↔
        StaircaseFilling h0.isHermitian.eigenvalues k f) := by
  obtain ⟨V, hV, hD⟩ := exists_diagonalizing h0.isHermitian
  have hV' : V * star V = 1 := mul_eq_one_comm.mp hV
  have htr : ∀ X : Matrix ι ι ℂ, (star V * X * V).trace = X.trace := fun X => by
    rw [trace_mul_cycle, hV', one_mul]
  -- the eigenvalues lie between 0 and 1
  have hx : ∀ i, 0 ≤ h0.isHermitian.eigenvalues i ∧ h0.isHermitian.eigenvalues i ≤ 1 := by
    intro i
    refine ⟨h0.eigenvalues_nonneg i, ?_⟩
    have hp := (h1.conjTranspose_mul_mul_same V).diag_nonneg (i := i)
    rw [← star_eq_conjTranspose, mul_sub, sub_mul, mul_one, hV, hD, Matrix.sub_apply,
      Matrix.one_apply_eq, diagonal_apply_eq] at hp
    have hr := (Complex.le_def.mp hp).1
    simp only [Complex.zero_re, Complex.sub_re, Complex.one_re, Complex.ofReal_re] at hr
    linarith
  -- trace and penalty as sums over eigenvalues
  have hsum : ∑ i, h0.isHermitian.eigenvalues i = k + f := by
    have := htr n
    rw [hD, trace_diagonal, ht] at this
    exact_mod_cast this
  have hpen : (n - n * n).trace.re =
      ∑ i, h0.isHermitian.eigenvalues i * (1 - h0.isHermitian.eigenvalues i) := by
    have hsq : star V * (n * n) * V = (star V * n * V) * (star V * n * V) := by
      calc star V * (n * n) * V = star V * n * 1 * n * V := by
            rw [mul_one]; simp only [mul_assoc]
        _ = _ := by rw [← hV']; simp only [mul_assoc]
    rw [trace_sub, ← htr n, ← htr (n * n), hsq, hD, diagonal_mul_diagonal, trace_diagonal,
      trace_diagonal, ← Finset.sum_sub_distrib, Complex.re_sum]
    refine Finset.sum_congr rfl fun i _ => ?_
    rw [← Complex.ofReal_mul, ← Complex.ofReal_sub, Complex.ofReal_re]
    ring
  rw [hpen]
  exact ⟨penalty_ge Finset.univ _ hx k f hf0 hf1.le (by exact_mod_cast hsum),
    penalty_eq_iff _ hx k f hf0 hf1 hsum⟩

end HubbardFractionalFilling
```

```lean
#print axioms HubbardFractionalFilling.trace_penalty_ge
```

```
'HubbardFractionalFilling.trace_penalty_ge' depends on axioms: [propext, Classical.choice, Quot.sound]
```

## A fixed number of electrons in a localized shell

The physical question is how a given number of electrons, in general not an integer, should be distributed over a localized shell so that the Hubbard correction is as small as possible. The answer in `trace_penalty_ge` has two parts. If the shell holds $k + f$ electrons, with $k$ a natural number and $0 \le f < 1$, then

$$\operatorname{tr}(n - n^2) \ge f(1-f).$$

Equality holds exactly when $k$ eigenvalues of the occupation matrix $n$ are 1, one further eigenvalue is $f$ if $f > 0$, and all others are 0.

In Lean, the finite type `ι` labels the orbitals of the shell, and `n : Matrix ι ι ℂ` is its occupation matrix. The letter $n$ therefore stands for a matrix and not for a density, and $k$ is a number of electrons and not a wave vector. The hypothesis `h0` says that $n$ is positive semidefinite, which in Mathlib includes being Hermitian. The hypothesis `h1` says the same of $1 - n$, where `1` is the identity matrix. Together they put all eigenvalues between 0 and 1, which is the Pauli principle for orbitals that hold at most one electron each.

The trace condition `ht` is an equation between complex numbers. The conclusion uses the real part, `(n - n * n).trace.re`, because the trace of a complex matrix has complex type; for a Hermitian $n$ it is real, so nothing is lost.

The eigenvalues are `h0.isHermitian.eigenvalues`, a function on `ι` that lists each eigenvalue as often as its multiplicity. Here an index labels an eigenvector of $n$, not one of the original orbitals. The predicate `StaircaseFilling x k f`, whose name is not a textbook term, describes the optimal pattern for a list of occupations $x_i$. There is a set `S` of $k$ indices with occupation 1. Outside `S`, either $f = 0$ and everything is empty, or $f > 0$ and exactly one index $j$ has occupation $f$ while the rest are empty.

## The Hubbard energy between integer fillings

In the rotationally invariant form of DFT+U with a single effective parameter $U$ and the double counting of the fully localized limit, the correction for one site and one spin channel is $\frac{U}{2}\operatorname{tr}(n - n^2)$. The parameter stands for the effective on-site repulsion. The Lean statement concerns the trace alone; multiplying it by $U/2$ with $U > 0$ gives a lower bound $\frac{U}{2} f(1-f)$ on this correction. As a function of the electron number, this bound vanishes at integers and forms a parabolic arch between them.

For a $d$ shell with 2.4 electrons in one spin channel, the smallest value of $\operatorname{tr}(n - n^2)$ is $0.4 \cdot 0.6 = 0.24$, reached with two full orbitals and one of occupation 0.4. Spreading the electrons evenly over the five orbitals gives $5 \cdot 0.48 \cdot 0.52 = 1.248$. The theorem fixes the eigenvalues of the optimal matrix but not its eigenvectors, so this term alone does not select which orbitals are filled.

In an ordinary DFT+U calculation, without constraints on the occupations, the electron number of the shell is not prescribed. The matrix $n$ results from minimising the whole functional, in which hybridisation and crystal field act together with the Hubbard term, and that step lies beyond the hypotheses.

The upper limit on the occupations matters. Take a single orbital with $n = (2)$, as happens when both spins are summed into one matrix. Then $k = 2$, $f = 0$ and $f(1-f) = 0$, but $\operatorname{tr}(n - n^2) = 2 - 4 = -2$. Positive semidefiniteness of $n$ alone is thus not enough for the bound.

## Adding one orbital at a time

Consider first a list of occupations $x_i \in [0,1]$ with $\sum_i x_i = k + f$. The lemma `penalty_ge` shows that $\sum_i x_i(1-x_i) \ge f(1-f)$ by induction on the number of orbitals. It lets $k$ be any integer, so that $k$ can be lowered by one without first checking that it is positive. It also admits $f = 1$, where the bound is 0.

With no orbitals, $k + f = 0$. Since $0 \le f \le 1$, either $k = 0$ and $f = 0$, or $k = -1$ and $f = 1$. In both cases $f(1-f) = 0$, which is the value of the empty sum.

Now add an orbital of occupation $a$. The others hold $k + f - a$ electrons, and there are two cases.

If $a \le f$, set $b = f - a$, which lies in $[0,1]$. The others hold $k + b$ electrons, so by induction they contribute at least $b(1-b)$. The total is at least

$$a(1-a) + b(1-b) = (a+b) - (a+b)^2 + 2ab = f(1-f) + 2ab \ge f(1-f).$$

If $a > f$, set $b = 1 + f - a$, which again lies in $[0,1]$. The others hold $(k-1) + b$ electrons and contribute at least $b(1-b)$. The computation is the same with holes in place of electrons: $(1-a) + (1-b) = 1 - f$, hence

$$a(1-a) + b(1-b) = f(1-f) + 2(1-a)(1-b) \ge f(1-f).$$

In Lean, `le_or_gt (x a) f` separates the cases; there `a` is the index of the new orbital and `x a` its occupation. The call to `ih` supplies the induction hypothesis with the new integer and fractional part. The product passed to `nlinarith` is half of the excess: $ab$ in the first case, and $(1-a)(a-f) = (1-a)(1-b)$ in the second.

## When the excess vanishes

Suppose now that $0 \le f < 1$ and that the sum equals $f(1-f)$. Let $i$ be an orbital with $0 < x_i < 1$, if there is one. The lemma `fractional_orbital_unique` removes it from the list and applies the bound to the others, with the same two cases as before:

- If $x_i < f$, the sum exceeds $f(1-f)$ by at least $2x_i(f - x_i) > 0$, a contradiction.
- If $x_i > f$, it exceeds $f(1-f)$ by at least $2(1-x_i)(x_i - f) > 0$, again a contradiction.

So $x_i = f$. This orbital already accounts for all of $f(1-f)$, and the terms $x_j(1-x_j)$ of the others add up to zero. None of them is negative, so each is zero, and every other orbital is empty or full.

The theorem `penalty_eq_iff` then counts electrons. Let $m$ be the number of full orbitals. If there is a fractional orbital, then $m + f = k + f$, so $m = k$, and $f > 0$ because $f$ is the occupation of that orbital. If there is none, then $m = k + f$. Since $m$ and $k$ are integers and $0 \le f < 1$, this gives $m = k$ and $f = 0$. Both outcomes are staircase fillings. Lean does the counting by writing each occupation as an indicator of being full, plus $f$ at the fractional orbital if there is one, and `Finset.sum_boole` turns the sum of indicators into the size of a set.

Conversely, in a staircase filling the full and empty orbitals contribute nothing. What remains is $f(1-f)$ from the fractional orbital, or 0 if $f = 0$.

## From the occupation matrix to its eigenvalues

By the spectral theorem there is a unitary $V$ with $V^\dagger n V = D$, where $D$ is the diagonal matrix of the eigenvalues $\lambda_i$. This is `exists_diagonalizing`, in which `star V` is $V^\dagger$. Three facts carry the result for lists over to matrices.

First, $\lambda_i \ge 0$ because $n$ is positive semidefinite. The matrix $V^\dagger(1-n)V = 1 - D$ is positive semidefinite too, so its diagonal entries $1 - \lambda_i$ are not negative. This is `hx` in the proof of `trace_penalty_ge`.

Second, the trace is cyclic, so $\operatorname{tr}(V^\dagger X V) = \operatorname{tr}(X V V^\dagger) = \operatorname{tr} X$ for every matrix $X$, which is `htr`. With $X = n$ it gives $\sum_i \lambda_i = k + f$, the statement `hsum`.

Third, inserting $V V^\dagger = 1$ between the two factors gives $V^\dagger n^2 V = (V^\dagger n V)(V^\dagger n V) = D^2$. Therefore

$$\operatorname{tr}(n - n^2) = \sum_i (\lambda_i - \lambda_i^2) = \sum_i \lambda_i(1 - \lambda_i),$$

which is `hpen`. After this rewriting, `penalty_ge` for the full set of indices gives the inequality, and `penalty_eq_iff` gives the condition for equality.
